# The s-wave density at the origin from the mean slope of the potential

## Units, radial function and density

Take $\hbar=m=1$ and one particle in a central potential $V(r)$. An s-wave $\psi(r)=u(r)/(\sqrt{4\pi}\,r)$ with energy $E$ has a real radial function $u$ satisfying

$$u''=2(V-E)u,\qquad u(0)=0.$$

Write $p=u'$. For $r>0$ the density is $u^2/(4\pi r^2)$, a probability density when $\int u^2\,dr=1$. The identities below hold for any scale of $u$; reading $\int V'u^2\,dr$ as the mean of $V'$ needs the same normalisation.

## Two identities, for a box and for the half-line

In a spherical box of radius $R$ with $u(R)=0$ and $V$ continuously differentiable on $[0,R]$,

$$u'(0)^2-u'(R)^2=2\int_0^R V'u^2\,dr.$$

On the half-line, for a state that decays as specified below, the wall term is absent and

$$\lim_{r\to0^+}\frac{u(r)^2}{4\pi r^2}=\frac1{2\pi}\int_0^\infty V'u^2\,dr.$$

For one particle in such a decaying, normalised s-state, the average of $V'/(2\pi)$ over a Monte Carlo sample of $u^2$ therefore estimates the density at the origin from all the points, instead of from the few that fall near $r=0$. In a Coulomb potential the mean of $V'$ is finite but its variance is not, because $V'^2u^2$ grows as $1/r^2$ at the origin; the usual error bar then does not apply to this plain average.

## Integrating the radial balance

Define $B=p^2-2(V-E)u^2$. Since $p'=2(V-E)u$,

$$B'=2pp'-2V'u^2-4(V-E)up=-2V'u^2.$$

In the box, $u$ vanishes at both ends, so $B(0)=p(0)^2$ and $B(R)=p(R)^2$. Integrating $B'$ gives $p(R)^2-p(0)^2=-2\int_0^R V'u^2\,dr$, which is the first identity.

On the half-line, write $B=p^2-2Vu^2+2Eu^2$. As $r\to0^+$, the last two terms vanish and $p\to p(0)$, since the slope is assumed continuous at the origin; so $B\to p(0)^2$. At infinity all three vanish. Hence $p(0)^2=2\int_0^\infty V'u^2\,dr$. Because $u(0)=0$, the quotient $u(r)/r$ tends to $p(0)$, so the density tends to $p(0)^2/(4\pi)$, which is the second identity.

## Constant potential

If $V$ is constant in the box, the integral is zero and the slopes at the two ends have equal magnitude. The solutions $u=\sin(n\pi r/R)$ show this: their end slopes are $n\pi/R$ and $(-1)^n n\pi/R$. At $R=0$ the identity reads $0=0$.

## What the Lean hypotheses say

The functions `V`, `dV`, `u` and `p` are real functions on the whole line, tied together by derivative hypotheses. In `box_identity`, `HasDerivWithinAt` on `Icc 0 R` means one-sided derivatives at the endpoints when $R>0$; at $R=0$ it asks nothing.

The structure `DecayingSWave` collects the half-line conditions:

- `slope_cont` requires $u'$ to be continuous from the right at the origin.
- `core` requires $Vu^2\to0$ at the origin. This admits a Coulomb singularity, since $u$ is of order $r$ there.
- `decay_u`, `decay_p` and `decay_V` require $u$, $u'$ and $Vu^2$ to tend to zero at large distance. They do not require $\int u^2\,dr$ to be finite.
- `integrable` makes the integral of $V'u^2$ finite.

These conditions are assumed, not derived from the Schrödinger equation. The theorems do not establish that a nonzero solution exists for a given $V$ and $E$, and they treat neither interacting electrons nor the statistical error of an estimator.

`hydrogen_witness` shows that $u=2re^{-r}$, with $V=-1/r$ and $E=-1/2$, meets every condition. This $u$ is normalised and $u'(0)=2$, so the density at the nucleus is $1/\pi$ and the mean of $1/r^2$ is $2$.

## The Lean file

```lean
import Mathlib

open Set Filter Topology MeasureTheory

namespace DensityAtOrigin

noncomputable section

/-- The radial balance `u'² - 2 (V - E) u²`, with `p` standing for the slope `u'`. -/
def balance (V : ℝ → ℝ) (E : ℝ) (u p : ℝ → ℝ) (r : ℝ) : ℝ :=
  p r ^ 2 - 2 * (V r - E) * u r ^ 2

/-- The density `u² / (4 π r²)` of an s-wave with radial function `u`, for `r ≠ 0`. -/
def sDensity (u : ℝ → ℝ) (r : ℝ) : ℝ := u r ^ 2 / (4 * Real.pi * r ^ 2)

/-- An s-wave on the half-line: `u` has slope `p`, solves `u'' = 2 (V - E) u`, vanishes at the
origin and decays at infinity with its slope. The slope is continuous from the right at the origin.
The potential, with derivative `dV`, may be singular at the origin; `V u²` vanishes at both ends and
`dV u²` is integrable. -/
structure DecayingSWave (V dV u p : ℝ → ℝ) (E : ℝ) : Prop where
  deriv_V : ∀ r, 0 < r → HasDerivAt V (dV r) r
  deriv_u : ∀ r, 0 < r → HasDerivAt u (p r) r
  schrodinger : ∀ r, 0 < r → HasDerivAt p (2 * (V r - E) * u r) r
  origin : u 0 = 0
  slope_origin : HasDerivWithinAt u (p 0) (Ici 0) 0
  slope_cont : ContinuousWithinAt p (Ici 0) 0
  core : Tendsto (fun r => V r * u r ^ 2) (𝓝[>] 0) (𝓝 0)
  decay_u : Tendsto u atTop (𝓝 0)
  decay_p : Tendsto p atTop (𝓝 0)
  decay_V : Tendsto (fun r => V r * u r ^ 2) atTop (𝓝 0)
  integrable : IntegrableOn (fun r => dV r * u r ^ 2) (Ioi 0)

/-- Where `u' = p`, `p' = 2 (V - E) u` and `V' = v`, the radial balance changes at the
rate `-2 V' u²`. -/
theorem balance_hasDerivAt {V u p : ℝ → ℝ} {E r v : ℝ} (hV : HasDerivAt V v r)
    (hu : HasDerivAt u (p r) r) (hp : HasDerivAt p (2 * (V r - E) * u r) r) :
    HasDerivAt (balance V E u p) (-2 * (v * u r ^ 2)) r := by
  have sq : ∀ (f : ℝ → ℝ) (f' : ℝ), HasDerivAt f f' r →
      HasDerivAt (fun x => f x ^ 2) (2 * f r * f') r :=
    fun f f' h => by simpa using h.fun_pow 2
  have h := (sq p _ hp).fun_sub (((hV.sub_const E).const_mul 2).fun_mul (sq u _ hu))
  exact h.congr_deriv (by ring)

/-- For a potential continuously differentiable on `[0, R]`, a solution of `u'' = 2 (V - E) u`
that vanishes at both ends has `u'(0)² - u'(R)² = 2 ∫ V' u²`. -/
theorem box_identity {V dV u p : ℝ → ℝ} {E R : ℝ} (hR : 0 ≤ R)
    (hV : ∀ r ∈ Icc 0 R, HasDerivWithinAt V (dV r) (Icc 0 R) r)
    (hdV : ContinuousOn dV (Icc 0 R))
    (hu : ∀ r ∈ Icc 0 R, HasDerivWithinAt u (p r) (Icc 0 R) r)
    (hp : ∀ r ∈ Icc 0 R, HasDerivWithinAt p (2 * (V r - E) * u r) (Icc 0 R) r)
    (h0 : u 0 = 0) (huR : u R = 0) :
    p 0 ^ 2 - p R ^ 2 = 2 * ∫ r in (0 : ℝ)..R, dV r * u r ^ 2 := by
  have huc : ContinuousOn u (Icc 0 R) := fun r hr => (hu r hr).continuousWithinAt
  have hcont : ContinuousOn (balance V E u p) (Icc 0 R) := fun r hr =>
    ((hp r hr).continuousWithinAt.pow 2).sub ((continuousWithinAt_const.mul
      ((hV r hr).continuousWithinAt.sub continuousWithinAt_const)).mul ((huc r hr).pow 2))
  have hder : ∀ r ∈ Ioo 0 R,
      HasDerivAt (balance V E u p) (-2 * (dV r * u r ^ 2)) r := fun r hr => by
    have hm : r ∈ Icc 0 R := ⟨hr.1.le, hr.2.le⟩
    have hn : Icc 0 R ∈ 𝓝 r := Icc_mem_nhds hr.1 hr.2
    exact balance_hasDerivAt ((hV r hm).hasDerivAt hn) ((hu r hm).hasDerivAt hn)
      ((hp r hm).hasDerivAt hn)
  have hint : IntervalIntegrable (fun r => dV r * u r ^ 2) volume 0 R :=
    (hdV.mul (huc.pow 2)).intervalIntegrable_of_Icc hR
  -- integrate the balance over the box
  have h := intervalIntegral.integral_eq_sub_of_hasDerivAt_of_le hR hcont hder
    (hint.const_mul (-2))
  rw [intervalIntegral.integral_const_mul] at h
  simp only [balance, h0, huR] at h
  linear_combination h

/-- If `u` vanishes at the origin and has slope `c` there, then `u(r)/r` tends to `c`. -/
theorem tendsto_div_radius {u : ℝ → ℝ} {c : ℝ} (hu : HasDerivWithinAt u c (Ici 0) 0)
    (h0 : u 0 = 0) : Tendsto (fun r => u r / r) (𝓝[>] 0) (𝓝 c) := by
  have h := (hasDerivWithinAt_iff_tendsto_slope' (by simp : (0 : ℝ) ∉ Ioi (0 : ℝ))).1
    (hu.mono Ioi_subset_Ici_self)
  exact h.congr fun r => by rw [slope_def_field, h0, sub_zero, sub_zero]

/-- For a decaying s-wave on the half-line, `u'(0)² = 2 ∫ V' u²`. -/
theorem slope_sq {V dV u p : ℝ → ℝ} {E : ℝ} (h : DecayingSWave V dV u p E) :
    p 0 ^ 2 = 2 * ∫ r in Ioi (0 : ℝ), dV r * u r ^ 2 := by
  -- at either end only the slope contributes to the balance
  have lim : ∀ (l : Filter ℝ) (a : ℝ), Tendsto p l (𝓝 a) → Tendsto u l (𝓝 0) →
      Tendsto (fun r => V r * u r ^ 2) l (𝓝 0) →
      Tendsto (balance V E u p) l (𝓝 (a ^ 2)) := by
    intro l a hp hu hV
    have k := ((hp.pow 2).sub (hV.const_mul 2)).add ((hu.pow 2).const_mul (2 * E))
    have e : a ^ 2 - 2 * 0 + 2 * E * 0 ^ 2 = a ^ 2 := by ring
    rw [e] at k
    exact k.congr fun r => by simp only [balance]; ring
  have hc : ContinuousWithinAt (balance V E u p) (Ici 0) 0 := by
    have hu : Tendsto u (𝓝[>] 0) (𝓝 (u 0)) :=
      h.slope_origin.continuousWithinAt.mono Ioi_subset_Ici_self
    rw [h.origin] at hu
    have e : balance V E u p 0 = p 0 ^ 2 := by simp [balance, h.origin]
    rw [← continuousWithinAt_Ioi_iff_Ici]
    unfold ContinuousWithinAt
    rw [e]
    exact lim _ _ (h.slope_cont.mono Ioi_subset_Ici_self) hu h.core
  have hder : ∀ r ∈ Ioi (0 : ℝ),
      HasDerivAt (balance V E u p) (-2 * (dV r * u r ^ 2)) r := fun r hr =>
    balance_hasDerivAt (h.deriv_V r hr) (h.deriv_u r hr) (h.schrodinger r hr)
  have k := integral_Ioi_of_hasDerivAt_of_tendsto hc hder
    (Integrable.const_mul h.integrable (-2)) (lim atTop 0 h.decay_p h.decay_u h.decay_V)
  rw [integral_const_mul] at k
  simp only [balance, h.origin] at k
  linear_combination k

/-- The density of a decaying s-wave tends at the origin to `(1/2π) ∫ V' u²`. -/
theorem density_at_origin {V dV u p : ℝ → ℝ} {E : ℝ} (h : DecayingSWave V dV u p E) :
    Tendsto (sDensity u) (𝓝[>] 0)
      (𝓝 ((∫ r in Ioi (0 : ℝ), dV r * u r ^ 2) / (2 * Real.pi))) := by
  have k := ((tendsto_div_radius h.slope_origin h.origin).pow 2).div_const (4 * Real.pi)
  have e : p 0 ^ 2 / (4 * Real.pi)
      = (∫ r in Ioi (0 : ℝ), dV r * u r ^ 2) / (2 * Real.pi) := by
    rw [slope_sq h, show 4 * Real.pi = 2 * (2 * Real.pi) by ring]
    exact mul_div_mul_left _ _ two_ne_zero
  rw [e] at k
  exact k.congr fun r => by
    rw [sDensity, div_pow, div_div, mul_comm (r ^ 2)]

/-- The radial function `u = 2 r exp(-r)` in the Coulomb potential `-1/r`, with energy `-1/2`,
is a decaying s-wave. -/
theorem hydrogen_witness :
    DecayingSWave (fun r => -r⁻¹) (fun r => (r ^ 2)⁻¹) (fun r => 2 * r * Real.exp (-r))
      (fun r => 2 * (1 - r) * Real.exp (-r)) (-1 / 2) := by
  have he : ∀ r : ℝ, HasDerivAt (fun x => Real.exp (-x)) (-Real.exp (-r)) r :=
    fun r => by simpa using (hasDerivAt_id' r).fun_neg.exp
  have hu : ∀ r : ℝ, HasDerivAt (fun x => 2 * x * Real.exp (-x))
      (2 * (1 - r) * Real.exp (-r)) r := fun r =>
    (((hasDerivAt_id' r).const_mul 2).fun_mul (he r)).congr_deriv (by ring)
  have hVu : ∀ r : ℝ, -4 * r * Real.exp (-r) ^ 2 = -r⁻¹ * (2 * r * Real.exp (-r)) ^ 2 := by
    intro r
    rcases eq_or_ne r 0 with rfl | hr
    · simp
    · linear_combination 4 * r * Real.exp (-r) ^ 2 * (mul_inv_cancel₀ hr)
  have t0 := Real.tendsto_exp_neg_atTop_nhds_zero
  have t1 := Real.tendsto_pow_mul_exp_neg_atTop_nhds_zero 1
  refine ⟨fun r hr => ?_, fun r _ => hu r, fun r hr => ?_, by simp, (hu 0).hasDerivWithinAt,
    ?_, ?_, ?_, ?_, ?_, ?_⟩
  · exact (hasDerivAt_inv hr.ne').fun_neg.congr_deriv (neg_neg _)
  · have h1 : r⁻¹ * r = 1 := inv_mul_cancel₀ hr.ne'
    refine ((((hasDerivAt_id' r).const_sub 1).const_mul 2).fun_mul (he r)).congr_deriv ?_
    linear_combination 4 * Real.exp (-r) * h1
  · exact Continuous.continuousWithinAt (by fun_prop)
  · have h : Tendsto (fun r : ℝ => -4 * r * Real.exp (-r) ^ 2) (𝓝 0) (𝓝 0) :=
      Continuous.tendsto' (by fun_prop) 0 0 (by simp)
    exact (h.mono_left nhdsWithin_le_nhds).congr hVu
  · have h := t1.const_mul 2
    rw [mul_zero] at h
    exact h.congr fun r => by ring
  · have h := (t0.const_mul 2).sub (t1.const_mul 2)
    rw [mul_zero, sub_zero] at h
    exact h.congr fun r => by ring
  · have h := (t1.mul t0).const_mul (-4)
    rw [mul_zero, mul_zero] at h
    exact h.congr fun r => (show -4 * (r ^ 1 * Real.exp (-r) * Real.exp (-r))
      = -4 * r * Real.exp (-r) ^ 2 by ring).trans (hVu r)
  · -- the integrand is `4 exp(-2r)` away from the origin
    have h : IntegrableOn (fun r : ℝ => 4 * Real.exp (-2 * r)) (Ioi 0) :=
      Integrable.const_mul (exp_neg_integrableOn_Ioi 0 two_pos) 4
    refine h.congr_fun (fun r hr => ?_) measurableSet_Ioi
    have h2 : (r ^ 2)⁻¹ * r ^ 2 = 1 := inv_mul_cancel₀ (pow_ne_zero 2 (mem_Ioi.1 hr).ne')
    have h3 : Real.exp (-2 * r) = Real.exp (-r) ^ 2 := by
      rw [sq, ← Real.exp_add]
      congr 1
      ring
    linear_combination 4 * h3 - 4 * Real.exp (-r) ^ 2 * h2

end

end DensityAtOrigin
```

```lean
#print axioms DensityAtOrigin.box_identity
#print axioms DensityAtOrigin.density_at_origin
```

```
'DensityAtOrigin.box_identity' depends on axioms: [propext, Classical.choice, Quot.sound]
'DensityAtOrigin.density_at_origin' depends on axioms: [propext, Classical.choice, Quot.sound]
```

## From the balance to the density in Lean

`balance_hasDerivAt` is the calculation of $B'$: the product rule supplies a derivative, and `ring` simplifies it to $-2V'u^2$.

`box_identity` proves that $B$ is continuous on the closed interval and differentiable inside it, where derivatives within the interval are ordinary ones. The fundamental theorem of calculus then applies, and the boundary values of $u$ remove the potential terms.

In `slope_sq`, the local statement `lim` treats the origin and infinity together: if $p\to a$, $u\to0$ and $Vu^2\to0$, then $B\to a^2$. It is used with $a=p(0)$ and $a=0$, followed by the fundamental theorem on $(0,\infty)$. The value assigned to `V 0` is irrelevant because it multiplies $u(0)^2=0$.

`tendsto_div_radius` reads the derivative at the origin as the limit of $u(r)/r$. `density_at_origin` squares that limit, divides by $4\pi$ and inserts `slope_sq`.

For hydrogen, the limits at infinity come from the decay of $e^{-r}$ and $re^{-r}$, and integrability from $V'u^2=4e^{-2r}$ for $r>0$.
